# The one-qubit depolarising map has a Kraus form exactly when $-1/3 \le c \le 1$

A map $\Phi$ on complex $2\times2$ matrices has a Kraus form if it is a finite sum $\Phi(M)=\sum_i K_iMK_i^\dagger$ with fixed matrices $K_i$. If it also preserves the trace, and with it the total probability, it describes a spin that interacts unitarily with an initially uncorrelated environment, which is then ignored. The definition of a Kraus form does not ask for preservation of the trace, but the map studied here has this property for every $c$.

For real $c$ that map is
$$D_c(M)=c\,M+(1-c)\,\frac{\operatorname{tr}M}{2}\,I .$$
It is a one-parameter noise model for a single qubit, and the result gives the range of $c$ that a simulation may use if the noise is to have a Kraus form.

```lean
import Mathlib

open Matrix
open scoped ComplexOrder

namespace DepolarisingRange

noncomputable section
```

## Spin matrices and the map

The basis is that of $\sigma_z$, with index 0 for spin up and index 1 for spin down.

```lean
/-- The Pauli matrix for the x component of the spin. -/
def σx : Matrix (Fin 2) (Fin 2) ℂ := !![0, 1; 1, 0]

/-- The Pauli matrix for the y component of the spin. -/
def σy : Matrix (Fin 2) (Fin 2) ℂ := !![0, -Complex.I; Complex.I, 0]

/-- The Pauli matrix for the z component of the spin. -/
def σz : Matrix (Fin 2) (Fin 2) ℂ := !![1, 0; 0, -1]
```

A spin state with Bloch vector $(x,y,z)$ is $\tfrac12(I+x\sigma_x+y\sigma_y+z\sigma_z)$. The definition accepts any real vector; the matrix is a density matrix when the length is at most 1.

```lean
/-- The matrix `(1 + x σx + y σy + z σz) / 2` with Bloch vector `(x, y, z)`. -/
def bloch (x y z : ℝ) : Matrix (Fin 2) (Fin 2) ℂ :=
  (1 / 2 : ℂ) • (1 + (x : ℂ) • σx + (y : ℂ) • σy + (z : ℂ) • σz)
```

The map is defined on all matrices, not only on density matrices, because the argument below applies it to off-diagonal matrix units.

```lean
/-- The depolarising map `M ↦ c M + (1 - c) (tr M / 2) 1`. -/
def depol (c : ℝ) (M : Matrix (Fin 2) (Fin 2) ℂ) : Matrix (Fin 2) (Fin 2) ℂ :=
  (c : ℂ) • M + ((1 - (c : ℂ)) * (M.trace / 2)) • (1 : Matrix (Fin 2) (Fin 2) ℂ)
```

In `HasKrausForm`, the number `n` of terms is arbitrary, and one family `K` must serve for every `M`.

```lean
/-- The map `Φ` is a finite sum of terms `K M K†`. -/
def HasKrausForm (Φ : Matrix (Fin 2) (Fin 2) ℂ → Matrix (Fin 2) (Fin 2) ℂ) : Prop :=
  ∃ (n : ℕ) (K : Fin n → Matrix (Fin 2) (Fin 2) ℂ), ∀ M, Φ M = ∑ i, K i * M * (K i)ᴴ
```

## Depolarisation as random Pauli operations

Write $M=m_0I+\sum_b m_b\sigma_b$ with $b\in\{x,y,z\}$, so that $\operatorname{tr}M=2m_0$. Since $\sigma_a\sigma_b\sigma_a$ equals $\sigma_b$ for $a=b$ and $-\sigma_b$ otherwise, each $\sigma_b$ acquires the factor $1-2=-1$ in the sum over $a$:
$$\sum_a\sigma_aM\sigma_a=3m_0I-\sum_b m_b\sigma_b=4m_0I-M=2\operatorname{tr}(M)\,I-M .$$
The Lean proof compares the four matrix entries instead.

```lean
/-- The sum of the three Pauli conjugations of `M` is `2 tr M` times the identity, minus `M`. -/
theorem pauli_sum (M : Matrix (Fin 2) (Fin 2) ℂ) :
    σx * M * σx + σy * M * σy + σz * M * σz
      = (2 * M.trace) • (1 : Matrix (Fin 2) (Fin 2) ℂ) - M := by
  ext i j
  -- expand the products into entries before inserting the Pauli matrices
  simp only [Matrix.add_apply, Matrix.sub_apply, Matrix.smul_apply, Matrix.mul_apply,
    Fin.sum_univ_two, Matrix.trace_fin_two]
  fin_cases i <;> fin_cases j <;> simp [σx, σy, σz] <;>
    (try ring_nf) <;> (try simp only [Complex.I_sq]) <;> (try ring)
```

Give $M$ the weight $(1+3c)/4$ and each Pauli conjugation the weight $(1-c)/4$. By the previous identity the combination is
$$\frac{1+3c}{4}M+\frac{1-c}{4}\bigl(2\operatorname{tr}(M)\,I-M\bigr)=cM+\frac{1-c}{2}\operatorname{tr}(M)\,I=D_c(M).$$
The weights sum to 1. When none is negative, a state-vector simulation can sample them as probabilities: leave the qubit alone with probability $(1+3c)/4$, or apply $\sigma_x$, $\sigma_y$ or $\sigma_z$ with probability $(1-c)/4$ each. Averaging the resulting projectors reproduces $D_c$.

```lean
/-- The depolarising map is a combination of the identity map and the three Pauli
conjugations, with weights `(1 + 3c)/4` and `(1 - c)/4`. -/
theorem depol_eq_pauli (c : ℝ) (M : Matrix (Fin 2) (Fin 2) ℂ) :
    depol c M = (((1 + 3 * c) / 4 : ℝ) : ℂ) • M
      + (((1 - c) / 4 : ℝ) : ℂ) • (σx * M * σx + σy * M * σy + σz * M * σz) := by
  rw [pauli_sum, depol]
  push_cast
  module
```

On a Bloch matrix, whose trace is 1, the identity part is $c/2+(1-c)/2=1/2$, while each Pauli coefficient is multiplied by $c$. The Bloch vector is therefore scaled by $c$. The proof computes the trace first and leaves the linear algebra to `module`.

```lean
/-- The depolarising map multiplies the Bloch vector by `c`. -/
theorem depol_bloch (c x y z : ℝ) :
    depol c (bloch x y z) = bloch (c * x) (c * y) (c * z) := by
  have ht : (bloch x y z).trace = 1 := by
    simp [bloch, σx, σy, σz, Matrix.trace_fin_two]
  rw [depol, ht]
  simp only [bloch]
  push_cast
  module
```

## Two inequalities for every Kraus form

Let $E_{ij}$ be the matrix with a 1 in position $(i,j)$ and zeros elsewhere, written `Matrix.single i j 1`. For a single Kraus matrix $A$,
$$(AE_{ij}A^\dagger)_{kl}=A_{ki}\,\overline{A_{lj}} .$$

```lean
/-- Entries of a single Kraus term applied to a matrix unit. -/
lemma kraus_unit (A : Matrix (Fin 2) (Fin 2) ℂ) (i j k l : Fin 2) :
    (A * Matrix.single i j (1 : ℂ) * Aᴴ) k l = A k i * (starRingEnd ℂ) (A l j) := by
  fin_cases i <;> fin_cases j <;>
    simp [Matrix.mul_apply, Fin.sum_univ_two, Matrix.single]
```

Set $k=i$ and $l=j$ and sum over $i,j$. The result factorises into $\operatorname{tr}A\;\overline{\operatorname{tr}A}$. Adding the contributions of all Kraus matrices $K_k$ gives
$$\sum_{ij}\Phi(E_{ij})_{ij}=\sum_k|\operatorname{tr}K_k|^2\ge0 .$$
The step `key` is this equality. The theorem speaks of the real part because the entries have complex type.

In code, the same number comes from the Choi matrix $C=\sum_{ij}E_{ij}\otimes\Phi(E_{ij})$: it is $\langle\Omega|C|\Omega\rangle$ with the unnormalised vector $|\Omega\rangle=|00\rangle+|11\rangle$. With $C/2$ and $|\Omega\rangle/\sqrt2$ in their place, the value is divided by 4.

```lean
/-- For a map in Kraus form, the sum of the entries `Φ(E_ij)_ij` over all matrix units
has nonnegative real part. -/
theorem HasKrausForm.entangled_nonneg
    {Φ : Matrix (Fin 2) (Fin 2) ℂ → Matrix (Fin 2) (Fin 2) ℂ} (h : HasKrausForm Φ) :
    0 ≤ (∑ i, ∑ j, Φ (Matrix.single i j 1) i j).re := by
  obtain ⟨n, K, hK⟩ := h
  -- the sum equals the sum of the squared moduli of the traces of the Kraus matrices
  have key : ∑ i, ∑ j, Φ (Matrix.single i j 1) i j
      = ((∑ k, Complex.normSq (K k).trace : ℝ) : ℂ) := by
    simp only [hK, Matrix.sum_apply, kraus_unit, Fin.sum_univ_two, ← Finset.sum_add_distrib]
    rw [Complex.ofReal_sum]
    refine Finset.sum_congr rfl fun k _ => ?_
    rw [← Complex.mul_conj, Matrix.trace_fin_two, map_add]
    ring
  rw [key, Complex.ofReal_re]
  exact Finset.sum_nonneg fun k _ => Complex.normSq_nonneg _
```

The second inequality uses only the spin-up projector $E_{00}$. Its image has the spin-down entry
$$\Phi(E_{00})_{11}=\sum_k|(K_k)_{10}|^2\ge0,$$
which is the spin-flip probability when the map preserves the trace.

```lean
/-- A map in Kraus form sends the spin-up projector to a matrix whose spin-down
diagonal entry has nonnegative real part. -/
theorem HasKrausForm.flip_nonneg
    {Φ : Matrix (Fin 2) (Fin 2) ℂ → Matrix (Fin 2) (Fin 2) ℂ} (h : HasKrausForm Φ) :
    0 ≤ (Φ (Matrix.single 0 0 1) 1 1).re := by
  obtain ⟨n, K, hK⟩ := h
  have key : Φ (Matrix.single 0 0 1) 1 1
      = ((∑ k, Complex.normSq (K k 1 0) : ℝ) : ℂ) := by
    simp only [hK, Matrix.sum_apply, kraus_unit]
    rw [Complex.ofReal_sum]
    exact Finset.sum_congr rfl fun k _ => Complex.mul_conj _
  rw [key, Complex.ofReal_re]
  exact Finset.sum_nonneg fun k _ => Complex.normSq_nonneg _
```

## The exact range of $c$

A nonnegative weight $p$ can be absorbed into a Kraus matrix, since
$$(\sqrt p\,A)M(\sqrt p\,A)^\dagger=p\,AMA^\dagger .$$

```lean
/-- A Kraus matrix scaled by `√p` contributes with weight `p`. -/
lemma kraus_scale {p : ℝ} (hp : 0 ≤ p) (A M : Matrix (Fin 2) (Fin 2) ℂ) :
    ((√p : ℝ) : ℂ) • A * M * (((√p : ℝ) : ℂ) • A)ᴴ = (p : ℂ) • (A * M * Aᴴ) := by
  have hs : star ((√p : ℝ) : ℂ) = ((√p : ℝ) : ℂ) := Complex.conj_ofReal _
  rw [Matrix.conjTranspose_smul, hs, Matrix.smul_mul, Matrix.smul_mul, Matrix.mul_smul,
    smul_smul, ← Complex.ofReal_mul, Real.mul_self_sqrt hp]
```

The Pauli matrices are Hermitian, so $\sigma_aM\sigma_a=\sigma_aM\sigma_a^\dagger$.

```lean
/-- The three Pauli matrices are Hermitian. -/
lemma pauli_hermitian : σxᴴ = σx ∧ σyᴴ = σy ∧ σzᴴ = σz := by
  refine ⟨?_, ?_, ?_⟩ <;> ext i j <;> fin_cases i <;> fin_cases j <;>
    simp [σx, σy, σz, Matrix.conjTranspose_apply]
```

Suppose that $D_c$ has a Kraus form. In $\sum_{ij}D_c(E_{ij})_{ij}$ the term $cM$ contributes $c$ for each of the four index pairs, and the identity term contributes $(1-c)/2$ for each of the two diagonal pairs. The sum is $4c+(1-c)=1+3c$, hence $c\ge-1/3$. The flip entry is $D_c(E_{00})_{11}=(1-c)/2$, hence $c\le1$. These values are `e1` and `e2` in the proof.

Conversely, for $-1/3\le c\le1$ both weights are nonnegative, and
$$\sqrt{\tfrac{1+3c}{4}}\,I,\quad \sqrt{\tfrac{1-c}{4}}\,\sigma_x,\quad \sqrt{\tfrac{1-c}{4}}\,\sigma_y,\quad \sqrt{\tfrac{1-c}{4}}\,\sigma_z$$
are Kraus matrices for $D_c$. The proof supplies these four, extracts the weights with `kraus_scale`, and finishes with `depol_eq_pauli`.

```lean
/-- The depolarising map with real parameter `c` is a finite sum of terms `K M K†`
if and only if `c` lies between `-1/3` and `1`. -/
theorem depol_hasKrausForm_iff (c : ℝ) :
    HasKrausForm (depol c) ↔ -1 / 3 ≤ c ∧ c ≤ 1 := by
  constructor
  · intro h
    have h1 := h.entangled_nonneg
    have h2 := h.flip_nonneg
    have e1 : ∑ i, ∑ j, depol c (Matrix.single i j 1) i j = ((1 + 3 * c : ℝ) : ℂ) := by
      simp [depol, Fin.sum_univ_two, Matrix.single, Matrix.trace_fin_two]
      ring
    have e2 : depol c (Matrix.single 0 0 1) 1 1 = (((1 - c) / 2 : ℝ) : ℂ) := by
      simp [depol, Matrix.single, Matrix.trace_fin_two]
      ring
    rw [e1, Complex.ofReal_re] at h1
    rw [e2, Complex.ofReal_re] at h2
    constructor <;> linarith
  · rintro ⟨h1, h2⟩
    have ha : 0 ≤ (1 + 3 * c) / 4 := by linarith
    have hb : 0 ≤ (1 - c) / 4 := by linarith
    obtain ⟨hx, hy, hz⟩ := pauli_hermitian
    -- the Kraus matrices are the identity and the Pauli matrices, suitably weighted
    refine ⟨4, ![((√((1 + 3 * c) / 4) : ℝ) : ℂ) • 1, ((√((1 - c) / 4) : ℝ) : ℂ) • σx,
      ((√((1 - c) / 4) : ℝ) : ℂ) • σy, ((√((1 - c) / 4) : ℝ) : ℂ) • σz], fun M => ?_⟩
    rw [Fin.sum_univ_four]
    change _ = ((√((1 + 3 * c) / 4) : ℝ) : ℂ) • 1 * M * (((√((1 + 3 * c) / 4) : ℝ) : ℂ) • 1)ᴴ
      + ((√((1 - c) / 4) : ℝ) : ℂ) • σx * M * (((√((1 - c) / 4) : ℝ) : ℂ) • σx)ᴴ
      + ((√((1 - c) / 4) : ℝ) : ℂ) • σy * M * (((√((1 - c) / 4) : ℝ) : ℂ) • σy)ᴴ
      + ((√((1 - c) / 4) : ℝ) : ℂ) • σz * M * (((√((1 - c) / 4) : ℝ) : ℂ) • σz)ᴴ
    rw [kraus_scale ha, kraus_scale hb, kraus_scale hb, kraus_scale hb, hx, hy, hz,
      Matrix.conjTranspose_one, one_mul, mul_one, depol_eq_pauli]
    simp only [smul_add, add_assoc]
```

## Spin inversion and the lower endpoint

At $c=-1$ every Bloch vector is reversed. Since $-1<-1/3$, this map has no Kraus form.

```lean
/-- The map with `c = -1` reverses every Bloch vector, and it is not a finite sum
of terms `K M K†`. -/
theorem spin_inversion_unphysical :
    (∀ x y z : ℝ, depol (-1) (bloch x y z) = bloch (-x) (-y) (-z)) ∧
      ¬ HasKrausForm (depol (-1)) := by
  refine ⟨fun x y z => ?_, fun h => ?_⟩
  · rw [depol_bloch, neg_one_mul, neg_one_mul, neg_one_mul]
  · have h1 := ((depol_hasKrausForm_iff (-1)).1 h).1
    norm_num at h1
```

The obstruction is missed by a test that asks only whether states of the single spin are mapped to states, because inversion maps positive semidefinite matrices to positive semidefinite matrices. Entry by entry,
$$D_{-1}(M)=\operatorname{tr}(M)\,I-M=\sigma_yM^{T}\sigma_y^\dagger .$$
For positive semidefinite $M$ and any vector $v$, put $w=\sigma_y^\dagger v$. Then
$$v^\dagger D_{-1}(M)v=w^\dagger M^Tw=\bar w^\dagger M\bar w\ge0 .$$
The failure appears when the spin is entangled with a second one: $C/2$ is the result of applying the map to the second spin of the pair state $|\Omega\rangle/\sqrt2$, and its expectation value in that state, which for a physical process is a probability, is $(1+3c)/4=-1/2$ at $c=-1$. A numerical test of a noise map should therefore examine the eigenvalues of its Choi matrix, and not only the output for single-qubit states.

```lean
/-- Spin inversion sends positive semidefinite matrices to positive semidefinite matrices. -/
theorem spin_inversion_positive {M : Matrix (Fin 2) (Fin 2) ℂ} (hM : M.PosSemidef) :
    (depol (-1) M).PosSemidef := by
  -- spin inversion is transposition followed by conjugation with σy
  have e : depol (-1) M = σy * Mᵀ * σyᴴ := by
    rw [pauli_hermitian.2.1]
    ext i j
    simp only [depol, Matrix.add_apply, Matrix.smul_apply, Matrix.mul_apply,
      Matrix.transpose_apply, Fin.sum_univ_two, Matrix.trace_fin_two]
    fin_cases i <;> fin_cases j <;> simp [σy] <;>
      (try ring_nf) <;> (try simp only [Complex.I_sq]) <;> (try ring)
  rw [e]
  exact hM.transpose.mul_mul_conjTranspose_same σy
```

At $c=-1/3$ the weight of the undisturbed state vanishes and each Pauli conjugation has weight $1/3$. This equal mixture reverses the Bloch vector and shortens it to one third of its length, the strongest inversion within the family $D_c$ that has a Kraus form.

```lean
/-- At `c = -1/3` the depolarising map is the equal mixture of the three Pauli conjugations. -/
theorem depol_neg_third (M : Matrix (Fin 2) (Fin 2) ℂ) :
    depol (-1 / 3) M = (1 / 3 : ℂ) • (σx * M * σx + σy * M * σy + σz * M * σz) := by
  rw [pauli_sum, depol]
  push_cast
  module

end

end DepolarisingRange
```

```lean
#print axioms DepolarisingRange.depol_hasKrausForm_iff
-- 'DepolarisingRange.depol_hasKrausForm_iff' depends on axioms: [propext, Classical.choice, Quot.sound]
#print axioms DepolarisingRange.spin_inversion_unphysical
-- 'DepolarisingRange.spin_inversion_unphysical' depends on axioms: [propext, Classical.choice, Quot.sound]
#print axioms DepolarisingRange.spin_inversion_positive
-- 'DepolarisingRange.spin_inversion_positive' depends on axioms: [propext, Classical.choice, Quot.sound]
#print axioms DepolarisingRange.depol_neg_third
-- 'DepolarisingRange.depol_neg_third' depends on axioms: [propext, Classical.choice, Quot.sound]
```
